# The Pauli–Lubanski vector of the Poincaré algebra commutes with the four-momentum and is orthogonal to it

The Pauli–Lubanski vector commutes with energy and momentum and is orthogonal to them in the Minkowski sense, provided that energy and momentum commute with one another and form a four-vector under rotations and boosts. Brackets among the rotation and boost generators are not needed for this. When they are added, the vector is itself a four-vector, its spatial components obey the little-group algebra, and its square commutes with all ten generators.

The physical question is how to describe the spin of a relativistic particle when boosts mix angular momentum with boost generators. For a free particle, such as a Dirac electron without external potential, the time component is helicity times $|\mathbf P|$, so energy, momentum and helicity can label the same states. A nuclear potential breaks the translation relations assumed here.

## Generators, relations and the vector

Units have $\hbar=c=1$. Spatial indices run over $0,1,2$, as in Lean's `Fin 3`, and repeated ones are summed. The symbols $\varepsilon_{ijk}$ (with $\varepsilon_{012}=1$) and $\delta_{ij}$ are complex-valued functions.

```lean
import Mathlib

open Complex (I)

namespace PauliLubanski

noncomputable section

/-- The Levi-Civita symbol on three spatial indices. -/
def eps (i j k : Fin 3) : ℂ :=
  if j = i + 1 ∧ k = i + 2 then 1 else if j = i + 2 ∧ k = i + 1 then -1 else 0

/-- The Kronecker symbol on three spatial indices. -/
def delta (i j : Fin 3) : ℂ := if i = j then 1 else 0
```

Energy $H$, momentum $P_i$, angular momentum $J_i$ and boosts $K_i$ are elements of an arbitrary associative complex algebra `A`.

```lean
/-- Energy `H`, momentum `P`, angular momentum `J` and boost `K`, as elements of an algebra. -/
structure Generators (A : Type*) where
  H : A
  P : Fin 3 → A
  J : Fin 3 → A
  K : Fin 3 → A
```

`FourMomentum` states that $H$ and all $P_i$ commute, and that
$$[J_i,H]=0,\quad [J_i,P_j]=i\varepsilon_{ijk}P_k,\quad [K_i,P_j]=i\delta_{ij}H,\quad [K_i,H]=iP_i .$$
These relations express translation symmetry and the four-vector character of $(H,\mathbf P)$. The bracket `⁅a, b⁆` is $ab-ba$, `I` is the imaginary unit and `•` is multiplication by a complex number.

```lean
variable {A : Type*} [Ring A] [Algebra ℂ A]

/-- Energy and momentum commute with each other and form a four-vector under `J` and `K`. -/
structure FourMomentum (g : Generators A) : Prop where
  PH : ∀ i, ⁅g.P i, g.H⁆ = 0
  PP : ∀ i j, ⁅g.P i, g.P j⁆ = 0
  JH : ∀ i, ⁅g.J i, g.H⁆ = 0
  JP : ∀ i j, ⁅g.J i, g.P j⁆ = I • ∑ k, eps i j k • g.P k
  KP : ∀ i j, ⁅g.K i, g.P j⁆ = I • delta i j • g.H
  KH : ∀ i, ⁅g.K i, g.H⁆ = I • g.P i
```

`Poincare` adds
$$[J_i,J_j]=i\varepsilon_{ijk}J_k,\quad [J_i,K_j]=i\varepsilon_{ijk}K_k,\quad [K_i,K_j]=-i\varepsilon_{ijk}J_k .$$

```lean
/-- The full Poincaré algebra: the relations of `FourMomentum` and those of the Lorentz
generators among themselves. -/
structure Poincare (g : Generators A) : Prop extends FourMomentum g where
  JJ : ∀ i j, ⁅g.J i, g.J j⁆ = I • ∑ k, eps i j k • g.J k
  JK : ∀ i j, ⁅g.J i, g.K j⁆ = I • ∑ k, eps i j k • g.K k
  KK : ∀ i j, ⁅g.K i, g.K j⁆ = (-I) • ∑ k, eps i j k • g.J k
```

The time component, `W0` in Lean, is written $W^0=J_iP_i$ here. It differs from `W 0`, the first spatial component $W_0$. The spatial part is $W_i=HJ_i-\varepsilon_{ijk}K_jP_k$, and the square uses signature $(+,-,-,-)$.

```lean
/-- The time component `W0 = J · P` of the Pauli-Lubanski vector. -/
def Generators.W0 (g : Generators A) : A := ∑ i, g.J i * g.P i

/-- The spatial part `W = H J - K × P` of the Pauli-Lubanski vector. -/
def Generators.W (g : Generators A) (i : Fin 3) : A :=
  g.H * g.J i - ∑ j, ∑ k, eps i j k • (g.K j * g.P k)

/-- The Minkowski square `W0² - W · W` of the Pauli-Lubanski vector. -/
def Generators.WSq (g : Generators A) : A := g.W0 * g.W0 - ∑ i, g.W i * g.W i
```

Hilbert-space generators are usually unbounded. To apply the theorems to them, one must supply a common domain that all ten map into itself and on which the relations hold. Self-adjointness, positive energy and a mass shell are not assumed.

## (a) Product rule for commutators

Show that the commutator is linear in each slot and that
$$[ab,c]=a[b,c]+[a,c]b,\qquad [a,bc]=[a,b]c+b[a,c].$$

**Solution.** Insert $acb$ with both signs: $abc-cab=a(bc-cb)+(ac-ca)b$. Likewise $abc-bca=(ab-ba)c+b(ac-ca)$. Linearity follows from distributivity, since complex numbers commute with everything. Lean unfolds the bracket and `noncomm_ring` compares the products.

```lean
variable {g : Generators A}

/-- The commutator obeys the product rule and is linear in each of its two slots. -/
theorem leibniz :
    (∀ a b c : A, ⁅a * b, c⁆ = a * ⁅b, c⁆ + ⁅a, c⁆ * b ∧
      ⁅a, b * c⁆ = ⁅a, b⁆ * c + b * ⁅a, c⁆) ∧
    (∀ a b c : A, ⁅a + b, c⁆ = ⁅a, c⁆ + ⁅b, c⁆ ∧ ⁅a, b + c⁆ = ⁅a, b⁆ + ⁅a, c⁆) ∧
    (∀ a b c : A, ⁅a - b, c⁆ = ⁅a, c⁆ - ⁅b, c⁆ ∧ ⁅a, b - c⁆ = ⁅a, b⁆ - ⁅a, c⁆) ∧
    (∀ a b : A, ⁅-a, b⁆ = -⁅a, b⁆ ∧ ⁅a, -b⁆ = -⁅a, b⁆) ∧
    (∀ (z : ℂ) (a b : A), ⁅z • a, b⁆ = z • ⁅a, b⁆ ∧ ⁅a, z • b⁆ = z • ⁅a, b⁆) := by
  refine ⟨?_, ?_, ?_, ?_, ?_⟩ <;> intros <;> constructor <;>
    simp only [Ring.lie_def, smul_mul_assoc, mul_smul_comm, smul_sub] <;> noncomm_ring
```

## (b) The time component commutes with energy and momentum

Show that $[W^0,H]=0$ and $[W^0,P_l]=0$.

**Solution.** By (a), $[J_iP_i,H]=J_i[P_i,H]+[J_i,H]P_i=0$. Also
$$[J_iP_i,P_l]=[J_i,P_l]P_i=i\varepsilon_{ilk}P_kP_i=0,$$
because $\varepsilon$ is antisymmetric in $i,k$ and the momenta commute. In Lean, `pp` holds that commutativity, and `fin_cases` treats each $l$ in turn.

```lean
/-- If energy and momentum form a commuting four-vector, `W0` commutes with both. -/
theorem W0_comm (h : FourMomentum g) : ⁅g.W0, g.H⁆ = 0 ∧ ∀ l, ⁅g.W0, g.P l⁆ = 0 := by
  have pp : ∀ i j, g.P i * g.P j = g.P j * g.P i := fun i j => by
    have := h.PP i j
    rwa [Ring.lie_def, sub_eq_zero] at this
  constructor
  · simp [Generators.W0, Fin.sum_univ_three, leibniz, h.PH, h.JH]
  · intro l
    fin_cases l <;>
      simp [Generators.W0, Fin.sum_univ_three, leibniz, h.PP, h.JP, eps,
        pp 1 0, pp 2 0, pp 2 1]
```

## (c) The spatial part commutes with energy and momentum

Show that $[W_i,H]=0$ and $[W_i,P_l]=0$.

**Solution.** The term $HJ_i$ commutes with $H$, so
$$[W_i,H]=-\varepsilon_{ijk}[K_j,H]P_k=-i\varepsilon_{ijk}P_jP_k=0.$$
For momentum, the two terms cancel:
$$[W_i,P_l]=H[J_i,P_l]-\varepsilon_{ijk}[K_j,P_l]P_k=i\varepsilon_{ilk}HP_k-i\varepsilon_{ilk}HP_k=0.$$
The `simp` calls apply the same brackets component by component.

```lean
/-- If energy and momentum form a commuting four-vector, each `W i` commutes with both. -/
theorem W_comm (h : FourMomentum g) (i : Fin 3) :
    ⁅g.W i, g.H⁆ = 0 ∧ ∀ l, ⁅g.W i, g.P l⁆ = 0 := by
  have pp : ∀ i j, g.P i * g.P j = g.P j * g.P i := fun i j => by
    have := h.PP i j
    rwa [Ring.lie_def, sub_eq_zero] at this
  have hp : ∀ l, ⁅g.H, g.P l⁆ = 0 := fun l => by
    rw [Ring.lie_def, ← neg_sub, ← Ring.lie_def, h.PH, neg_zero]
  have hh : ⁅g.H, g.H⁆ = 0 := by rw [Ring.lie_def, sub_self]
  constructor
  · fin_cases i <;>
      simp [Generators.W, Fin.sum_univ_three, leibniz, hh, h.PH, h.JH, h.KH, eps,
        pp 1 0, pp 2 0, pp 2 1]
  · intro l
    fin_cases i <;> fin_cases l <;>
      simp [Generators.W, Fin.sum_univ_three, leibniz, h.PP, hp, h.JP, h.KP, eps, delta]
```

## (d) Orthogonality to the four-momentum

Collect (b) and (c), and show that $HW^0=P_iW_i$.

**Solution.** By (c), $P_iW_i=W_iP_i$. Hence
$$P_iW_i=HJ_iP_i-\varepsilon_{ijk}K_jP_kP_i=HW^0,$$
since the triple product vanishes by antisymmetry. The fact `pw` is the exchange of $P_i$ and $W_i$; `simp` and `abel` then cancel the triple product.

```lean
/-- If energy and momentum form a commuting four-vector, the Pauli-Lubanski vector commutes
with both and is orthogonal to the four-momentum, `H W0 = P · W`. -/
theorem pauli_lubanski (h : FourMomentum g) :
    (⁅g.W0, g.H⁆ = 0 ∧ ∀ l, ⁅g.W0, g.P l⁆ = 0) ∧
    (∀ i, ⁅g.W i, g.H⁆ = 0 ∧ ∀ l, ⁅g.W i, g.P l⁆ = 0) ∧
    g.H * g.W0 = ∑ i, g.P i * g.W i := by
  refine ⟨W0_comm h, W_comm h, ?_⟩
  have pp : ∀ i j, g.P i * g.P j = g.P j * g.P i := fun i j => by
    have := h.PP i j
    rwa [Ring.lie_def, sub_eq_zero] at this
  -- move each momentum to the right of `W`
  have pw : ∀ i, g.P i * g.W i = g.W i * g.P i := fun i => by
    have := (W_comm h i).2 i
    rw [Ring.lie_def, sub_eq_zero] at this
    exact this.symm
  simp only [pw]
  simp [Generators.W0, Generators.W, Fin.sum_univ_three, eps, mul_add, add_mul, sub_mul,
    mul_assoc, pp 1 0, pp 2 0, pp 2 1]
  abel
```

## (e) Behaviour under rotations

With the full Poincaré relations, show that $[J_i,W^0]=0$ and $[J_i,W_j]=i\varepsilon_{ijk}W_k$.

**Solution.** First, $[J_i,J_jP_j]=i\varepsilon_{ijk}(J_kP_j+J_jP_k)=0$, by exchanging $j$ and $k$ in one term. Next, $[J_i,HJ_j]=i\varepsilon_{ijk}HJ_k$. For the cross product,
$$[J_i,\varepsilon_{jab}K_aP_b]=i(\varepsilon_{jcb}\varepsilon_{ica}+\varepsilon_{jac}\varepsilon_{icb})K_aP_b .$$
The bracketed coefficient is
$$(\delta_{ab}\delta_{ij}-\delta_{bi}\delta_{ja})+(\delta_{jb}\delta_{ai}-\delta_{ij}\delta_{ab})=\varepsilon_{ijk}\varepsilon_{kab},$$
so the cross product is a vector too. Lean checks the components, with `module` collecting coefficients.

```lean
/-- In the Poincaré algebra, `W0` is a scalar and `W` a vector under rotations. -/
theorem W_rotation (h : Poincare g) (i : Fin 3) :
    ⁅g.J i, g.W0⁆ = 0 ∧ ∀ j, ⁅g.J i, g.W j⁆ = I • ∑ k, eps i j k • g.W k := by
  constructor
  · fin_cases i <;>
      simp [Generators.W0, Fin.sum_univ_three, leibniz, h.JJ, h.JP, eps]
  · intro j
    fin_cases i <;> fin_cases j <;>
      simp [Generators.W, Fin.sum_univ_three, leibniz, h.JJ, h.JP, h.JK, h.JH, eps] <;> module
```

## (f) Behaviour under boosts

Show that $[K_i,W^0]=iW_i$ and $[K_i,W_j]=i\delta_{ij}W^0$.

**Solution.** Since $[K_i,J_j]=i\varepsilon_{ijk}K_k$,
$$[K_i,W^0]=i\varepsilon_{ijk}K_kP_j+iJ_iH=i(HJ_i-\varepsilon_{ikj}K_kP_j)=iW_i .$$
For the spatial part, (a) gives
$$[K_i,W_j]=iP_iJ_j+i\varepsilon_{ijk}(HK_k-K_kH)+i\varepsilon_{jab}\varepsilon_{iac}J_cP_b .$$
The three terms equal, in order,
$$iJ_jP_i-\varepsilon_{ijk}P_k,\qquad \varepsilon_{ijk}P_k,\qquad i\delta_{ij}W^0-iJ_jP_i,$$
and their sum is $i\delta_{ij}W^0$. The reordering rules `kh` and `pj` produce the two $\varepsilon_{ijk}P_k$ terms.

```lean
/-- In the Poincaré algebra, boosts mix `W0` and `W` as they mix energy and momentum. -/
theorem W_boost (h : Poincare g) (i : Fin 3) :
    ⁅g.K i, g.W0⁆ = I • g.W i ∧ ∀ j, ⁅g.K i, g.W j⁆ = I • delta i j • g.W0 := by
  have kj : ∀ a b, ⁅g.K a, g.J b⁆ = -(I • ∑ k, eps b a k • g.K k) := fun a b => by
    rw [Ring.lie_def, ← neg_sub, ← Ring.lie_def, h.JK]
  -- rules that bring products to the orders `H K`, `H J` and `J P`
  have kh : ∀ a, g.K a * g.H = g.H * g.K a + I • g.P a := fun a => by
    rw [← h.KH a, Ring.lie_def]; abel
  have jh : ∀ a, g.J a * g.H = g.H * g.J a := fun a => by
    have := h.JH a
    rwa [Ring.lie_def, sub_eq_zero] at this
  have pj : ∀ a b, g.P a * g.J b = g.J b * g.P a - I • ∑ k, eps b a k • g.P k := fun a b => by
    rw [← h.JP b a, Ring.lie_def]; abel
  constructor
  · fin_cases i <;>
      simp [Generators.W0, Generators.W, Fin.sum_univ_three, leibniz, kj, h.KP, jh, eps,
        delta] <;> module
  · intro j
    fin_cases i <;> fin_cases j <;>
      simp [Generators.W0, Generators.W, Fin.sum_univ_three, leibniz, kj, h.KP, h.KH, h.KK,
        kh, pj, eps, delta, smul_add, smul_sub, smul_smul] <;> module
```

## (g) The little-group algebra

Show that $[W_i,W_j]=i\varepsilon_{ijk}(HW_k-W^0P_k)$.

**Solution.** Expand only $W_i$. As $H$ and $P_b$ commute with $W_j$,
$$[W_i,W_j]=H[J_i,W_j]-\varepsilon_{iab}[K_a,W_j]P_b
=i\varepsilon_{ijk}HW_k-i\varepsilon_{ijb}W^0P_b .$$
Lean does the same: `e` opens the first factor, and `jw` and `kw` insert (e) and (f). On rest states, with $\mathbf P=0$ and $H=m\neq0$, this makes $W_i/m$ a spin operator.

```lean
/-- Little-group algebra: in the Poincaré algebra,
`[W i, W j] = i ε_ijk (H W k - W0 P k)`. -/
theorem W_lie_W (h : Poincare g) (i j : Fin 3) :
    ⁅g.W i, g.W j⁆ = I • ∑ k, eps i j k • (g.H * g.W k - g.W0 * g.P k) := by
  have hw : ⁅g.H, g.W j⁆ = 0 := by
    rw [Ring.lie_def, ← neg_sub, ← Ring.lie_def, (W_comm h.toFourMomentum j).1, neg_zero]
  have pw : ∀ l, ⁅g.P l, g.W j⁆ = 0 := fun l => by
    rw [Ring.lie_def, ← neg_sub, ← Ring.lie_def, (W_comm h.toFourMomentum j).2, neg_zero]
  have jw := fun a => (W_rotation h a).2 j
  have kw := fun a => (W_boost h a).2 j
  -- expand only the first factor
  have e : ⁅g.W i, g.W j⁆ =
      ⁅g.H * g.J i - ∑ a, ∑ b, eps i a b • (g.K a * g.P b), g.W j⁆ := rfl
  rw [e]
  simp only [Fin.sum_univ_three, leibniz, hw, pw, jw, kw]
  clear e hw pw jw kw
  fin_cases i <;> fin_cases j <;> simp [eps, delta] <;> module
```

## (h) The invariant square

Show that $W^0W^0-W_jW_j$ commutes with all ten generators.

**Solution.** For $H$ and $P_i$, use (b), (c) and the product rule. For rotations, $W^0$ drops out and
$$[J_i,W_jW_j]=i\varepsilon_{ijk}(W_kW_j+W_jW_k)=0.$$
For boosts, $[K_i,W^0W^0]$ and $[K_i,W_jW_j]$ both equal $i(W_iW^0+W^0W_i)$, so they cancel in the difference. The four bullets in Lean are these four cases.

```lean
/-- In the Poincaré algebra, `W0² - W · W` commutes with all ten generators. -/
theorem WSq_casimir (h : Poincare g) :
    ⁅g.WSq, g.H⁆ = 0 ∧ ∀ i, ⁅g.WSq, g.P i⁆ = 0 ∧ ⁅g.J i, g.WSq⁆ = 0 ∧ ⁅g.K i, g.WSq⁆ = 0 := by
  have h0 := W0_comm h.toFourMomentum
  have h1 := W_comm h.toFourMomentum
  refine ⟨?_, fun i => ⟨?_, ?_, ?_⟩⟩
  · simp [Generators.WSq, Fin.sum_univ_three, leibniz, h0.1, fun i => (h1 i).1]
  · simp [Generators.WSq, Fin.sum_univ_three, leibniz, h0.2, fun i => (h1 i).2]
  · have r0 := fun a => (W_rotation h a).1
    have r1 := fun a => (W_rotation h a).2
    fin_cases i <;>
      simp [Generators.WSq, Fin.sum_univ_three, leibniz, r0, r1, eps]
  · have b0 := fun a => (W_boost h a).1
    have b1 := fun a => (W_boost h a).2
    fin_cases i <;>
      simp [Generators.WSq, Fin.sum_univ_three, leibniz, b0, b1, delta] <;> module
```

## (i) Products of Pauli matrices

Let $\sigma_0,\sigma_1,\sigma_2$ be the matrices usually called $\sigma_x,\sigma_y,\sigma_z$; here $\sigma_0$ is not the identity. Show that
$$\sigma_i\sigma_j-\sigma_j\sigma_i=2i\varepsilon_{ijk}\sigma_k,\qquad \sigma_i\sigma_j+\sigma_j\sigma_i=2\delta_{ij}1.$$

**Solution.** Multiplication gives $\sigma_i^2=1$ (no sum) and $\sigma_0\sigma_1=i\sigma_2$, with its cyclic versions. Adjoints give the reversed products with the opposite sign. Add and subtract. Lean compares all matrix entries.

```lean
/-- The three Pauli matrices. -/
def sigma : Fin 3 → Matrix (Fin 2) (Fin 2) ℂ :=
  ![!![0, 1; 1, 0], !![0, -I; I, 0], !![1, 0; 0, -1]]

/-- Four-by-four generators built from Pauli matrices, with energy and momentum in the upper
right block. -/
def blockGenerators : Generators (Matrix (Fin 2 ⊕ Fin 2) (Fin 2 ⊕ Fin 2) ℂ) where
  H := Matrix.fromBlocks 0 1 0 0
  P i := Matrix.fromBlocks 0 (sigma i) 0 0
  J i := Matrix.fromBlocks ((1 / 2 : ℂ) • sigma i) 0 0 ((1 / 2 : ℂ) • sigma i)
  K i := Matrix.fromBlocks ((I / 2) • sigma i) 0 0 ((-(I / 2)) • sigma i)

/-- Commutators and anticommutators of the Pauli matrices. -/
theorem sigma_rel (i j : Fin 3) :
    sigma i * sigma j - sigma j * sigma i = (2 * I) • ∑ k, eps i j k • sigma k ∧
    sigma i * sigma j + sigma j * sigma i = (2 * delta i j) • 1 := by
  constructor <;> fin_cases i <;> fin_cases j <;> ext a b <;> fin_cases a <;> fin_cases b <;>
    simp [sigma, eps, delta] <;> ring_nf <;> simp
```

## (j) A matrix example with nonzero $W^0$

Show that the block matrices above satisfy every Poincaré relation, with $W^0=\tfrac32H$ and $H\neq0$.

**Solution.** Let $N(b)$ have $b$ in the upper right block and zeros elsewhere. Then $H=N(1)$, $P_i=N(\sigma_i)$ and $N(a)N(b)=0$, so these commute. Furthermore
$$[J_i,N(b)]=\tfrac12N(\sigma_ib-b\sigma_i),\qquad [K_i,N(b)]=\tfrac i2N(\sigma_ib+b\sigma_i).$$
With (i), these give the four-vector relations. The diagonal blocks of $J_i$ are $\tfrac12\sigma_i$, and those of $K_i$ are $\pm\tfrac i2\sigma_i$, so the Pauli commutator gives the Lorentz relations. Finally $W^0=\tfrac12N(\sigma_i\sigma_i)=\tfrac32H$.

Lean reduces each relation to its blocks. Those that need products of Pauli matrices follow from multiples of `sigma_rel`, and the others from block arithmetic alone; one matrix entry shows $H\neq0$. The example shows that the relations are consistent. It does not describe a particle, since $H$ is not Hermitian.

```lean
/-- The block matrices satisfy the Poincaré algebra, with `W0 = (3/2) H` and `H ≠ 0`. -/
theorem poincare_witness : Poincare blockGenerators ∧
    blockGenerators.W0 = (3 / 2 : ℂ) • blockGenerators.H ∧ blockGenerators.H ≠ 0 := by
  have hI : I / 2 * (I / 2) = -1 / 4 := by linear_combination (1 / 4 : ℂ) * Complex.I_mul_I
  have hc := fun i j => (sigma_rel i j).1
  have ha := fun i j => (sigma_rel i j).2
  simp only [Fin.sum_univ_three] at hc
  refine ⟨⟨⟨?_, ?_, ?_, ?_, ?_, ?_⟩, ?_, ?_, ?_⟩, ?_, ?_⟩
  case refine_11 =>
    intro e
    have := congrFun (congrFun e (Sum.inl 0)) (Sum.inr 0)
    simp [blockGenerators] at this
  all_goals
    simp only [Generators.W0, blockGenerators, Ring.lie_def, Fin.sum_univ_three, sub_eq_add_neg,
      Matrix.fromBlocks_multiply, Matrix.fromBlocks_smul, Matrix.fromBlocks_add,
      Matrix.fromBlocks_neg, ← Matrix.fromBlocks_zero, Matrix.fromBlocks_inj, smul_mul_assoc,
      mul_smul_comm, zero_mul, mul_zero, mul_one, one_mul, add_zero, zero_add, smul_zero,
      neg_zero, and_true, true_and, implies_true]
  · intro i
    module
  · intro i j
    linear_combination (norm := module) (1 / 2 : ℂ) • hc i j
  · intro i j
    linear_combination (norm := module) (I / 2) • ha i j
  · intro i
    module
  · intro i j
    constructor <;> linear_combination (norm := module) (1 / 4 : ℂ) • hc i j
  · intro i j
    constructor
    · linear_combination (norm := module) (I / 4) • hc i j
    · linear_combination (norm := module) (-(I / 4)) • hc i j
  · intro i j
    simp only [smul_smul, neg_mul_neg, hI]
    constructor <;> linear_combination (norm := module) (-1 / 4 : ℂ) • hc i j
  · have h0 := ha 0 0
    have h1 := ha 1 1
    have h2 := ha 2 2
    simp only [delta, if_true] at h0 h1 h2
    linear_combination (norm := module) (1 / 4 : ℂ) • h0 + (1 / 4 : ℂ) • h1 + (1 / 4 : ℂ) • h2

end

end PauliLubanski
```

## Numbers for a moving spin-½ particle

Take mass $3$, momentum $4$ along axis $2$, and energy $5$. At rest $W^0=0$ and $W_i=\tfrac32\sigma_i$. The boost has $\gamma=\tfrac53$ and $\gamma v=\tfrac43$, which gives
$$W^0=2\sigma_2,\quad W_0=\tfrac32\sigma_0,\quad W_1=\tfrac32\sigma_1,\quad W_2=\tfrac52\sigma_2 .$$
Orthogonality reads $5\cdot2\sigma_2=4\cdot\tfrac52\sigma_2$. In (g), both sides of the bracket of $W_0$ with $W_1$ are $\tfrac92i\sigma_2$. The square is $4-\tfrac{43}{4}=-\tfrac{27}{4}$, which is $-m^2s(s+1)$ for $m=3$, $s=\tfrac12$.

## The enveloping algebra as an alternative

The generators could have been taken in the universal enveloping algebra of the Poincaré Lie algebra, from which homomorphisms carry the identities to every representation. Parts (b) to (d) would then be stated with all Lorentz relations in force, and their weaker hypothesis would be lost.

```lean
#print axioms PauliLubanski.pauli_lubanski
#print axioms PauliLubanski.W_lie_W
#print axioms PauliLubanski.WSq_casimir
```

```
'PauliLubanski.pauli_lubanski' depends on axioms: [propext, Classical.choice, Quot.sound]
'PauliLubanski.W_lie_W' depends on axioms: [propext, Classical.choice, Quot.sound]
'PauliLubanski.WSq_casimir' depends on axioms: [propext, Classical.choice, Quot.sound]
```
